# Free energy never increases under drift-diffusion on a closed finite network with symmetric links

The carrier densities, counted here as carriers per node, are modelled as a given trajectory, `n : ℝ → ι → ℝ`, which is assumed positive and continuous for \(t\ge 0\) and assumed to obey the rate equation only for \(t>0\). No derivative is needed at the initial instant, and the existence and positivity of the solution are hypotheses.

The nodes \(i\) form a finite set `ι`. Node \(i\) holds \(n_i\) carriers and has an equilibrium weight \(m_i>0\), which contains the cell volume and the Boltzmann factor of a fixed potential. With the activity \(a_i=n_i/m_i\) and link conductances \(w_{ij}\ge 0\), the equation of motion is

\[
\dot n_i=\sum_j w_{ij}\,(a_j-a_i).
\]

The symmetry \(w_{ij}=w_{ji}\) stands for detailed balance: at \(n=m\) the flows in the two directions of each link are equal. The model has Boltzmann statistics, no contacts, no recombination and no feedback of the carriers on the potential.

```lean
import Mathlib

open Finset

namespace DriftDiffusionFreeEnergy

noncomputable section

variable {ι : Type*} {m : ι → ℝ} {w : ι → ι → ℝ}
```

## The loss on one link

In units of \(kT\), the chemical potential relative to equilibrium is \(\ln a_i\). A link carries a flux \(w_{ij}(a_i-a_j)\) down a potential difference \(\ln a_i-\ln a_j\), so it loses free energy at the rate

\[
\ell_{ij}=w_{ij}\,(a_i-a_j)(\ln a_i-\ln a_j).
\]

```lean
/-- Free-energy loss on the link from `i` to `j`: conductance times the difference of the
activities `n / m` times the difference of their logarithms, for positive `m` and `n`. -/
def edgeLoss (m : ι → ℝ) (w : ι → ι → ℝ) (n : ι → ℝ) (i j : ι) : ℝ :=
  w i j * ((n i / m i - n j / m j) * (Real.log (n i / m i) - Real.log (n j / m j)))
```

The logarithm is strictly increasing. If \(0<x<y\), both \(x-y\) and \(\ln x-\ln y\) are negative; if \(x>y>0\), both are positive. In either case

\[
(x-y)(\ln x-\ln y)>0 .
\]

The Lean proof makes the same case split.

```lean
/-- The difference of two unequal positive activities and the difference of their logarithms
have the same sign. -/
theorem force_mul_flux_pos {x y : ℝ} (hx : 0 < x) (hy : 0 < y) (hxy : x ≠ y) :
    0 < (x - y) * (Real.log x - Real.log y) := by
  rcases lt_or_gt_of_ne hxy with h | h
  · have hl := Real.log_lt_log hx h
    exact mul_pos_of_neg_of_neg (by linarith) (by linarith)
  · have hl := Real.log_lt_log hy h
    exact mul_pos (by linarith) (by linarith)
```

For equal activities the product is zero. Multiplication by \(w_{ij}\ge0\) then gives \(\ell_{ij}\ge 0\) on every link.

```lean
/-- With positive weights and densities and nonnegative conductances, no link gains
free energy. -/
theorem edgeLoss_nonneg {n : ι → ℝ} (hm : ∀ i, 0 < m i) (hn : ∀ i, 0 < n i)
    (hw : ∀ i j, 0 ≤ w i j) (i j : ι) : 0 ≤ edgeLoss m w n i j := by
  refine mul_nonneg (hw i j) ?_
  by_cases h : n i / m i = n j / m j
  · simp [h]
  · exact (force_mul_flux_pos (div_pos (hn i) (hm i)) (div_pos (hn j) (hm j)) h).le
```

## Inflow, free energy and dissipation

The right-hand side of the equation of motion is `rate`. A diagonal entry \(w_{ii}\) contributes nothing to it.

```lean
variable [Fintype ι]

/-- Net inflow of carriers into node `i` in the discrete drift-diffusion equation,
for nonzero equilibrium weights `m`. -/
def rate (m : ι → ℝ) (w : ι → ι → ℝ) (n : ι → ℝ) (i : ι) : ℝ :=
  ∑ j, w i j * (n j / m j - n i / m i)
```

The free energy in units of \(kT\) is

\[
F=\sum_i n_i(\ln a_i-1).
\]

```lean
/-- Free energy of the carriers in units of the thermal energy, for positive weights `m`
and positive densities `n`. -/
def freeEnergy (m n : ι → ℝ) : ℝ :=
  ∑ i, n i * (Real.log (n i / m i) - 1)
```

The total dissipation is \(D=\tfrac12\sum_{i,j}\ell_{ij}\). The double sum visits each link in both orders, hence the factor one half.

```lean
/-- Total dissipation: the losses summed over ordered pairs of nodes, halved so that each
link counts once, for positive `m` and `n`. -/
def dissipation (m : ι → ℝ) (w : ι → ι → ℝ) (n : ι → ℝ) : ℝ :=
  (∑ i, ∑ j, edgeLoss m w n i j) / 2
```

## Summation by parts

Let \(\varphi_i\) be any function on the nodes, and put \(S=\sum_i\dot n_i\varphi_i\). Exchanging the labels and using the symmetry of \(w\) gives two forms of the same sum:

\[
S=\sum_{i,j}w_{ij}(a_j-a_i)\varphi_i=\sum_{i,j}w_{ij}(a_i-a_j)\varphi_j .
\]

Half the sum of the two forms is

\[
S=-\tfrac12\sum_{i,j}w_{ij}(a_i-a_j)(\varphi_i-\varphi_j).
\]

In the proof, `h1` is the exchange of labels, `h2` expands the product, and `linarith` combines them.

```lean
/-- Discrete integration by parts: for symmetric conductances, the inflow weighted by a node
function `φ` is minus half the sum of activity differences times differences of `φ`. -/
theorem sum_rate_mul (m n φ : ι → ℝ) (hsym : ∀ i j, w i j = w j i) :
    ∑ i, rate m w n i * φ i =
      -((∑ i, ∑ j, w i j * ((n i / m i - n j / m j) * (φ i - φ j))) / 2) := by
  -- exchange the two ends of every link
  have h1 : ∑ i, ∑ j, w i j * (n j / m j - n i / m i) * φ i =
      ∑ i, ∑ j, w i j * (n i / m i - n j / m j) * φ j := by
    refine Finset.sum_comm.trans ?_
    refine Finset.sum_congr rfl fun i _ => Finset.sum_congr rfl fun j _ => ?_
    rw [hsym j i]
  have h2 : ∑ i, ∑ j, w i j * ((n i / m i - n j / m j) * (φ i - φ j)) =
      -(∑ i, ∑ j, w i j * (n j / m j - n i / m i) * φ i) -
        ∑ i, ∑ j, w i j * (n i / m i - n j / m j) * φ j := by
    simp only [← Finset.sum_neg_distrib, ← Finset.sum_sub_distrib]
    refine Finset.sum_congr rfl fun i _ => Finset.sum_congr rfl fun j _ => ?_
    ring
  simp only [rate, Finset.sum_mul]
  linarith
```

The choice \(\varphi_i=1\) makes every difference vanish, so \(\sum_i\dot n_i=0\): what leaves one node enters another.

```lean
/-- For symmetric conductances the net inflows into all the nodes add up to zero. -/
theorem sum_rate_eq_zero (m n : ι → ℝ) (hsym : ∀ i j, w i j = w j i) :
    ∑ i, rate m w n i = 0 := by
  simpa using sum_rate_mul m n (fun _ => 1) hsym
```

## The free energy changes at the rate \(-D\)

For a single node, the product and chain rules give

\[
\frac{d}{dt}\bigl[n_i(\ln a_i-1)\bigr]
=\dot n_i(\ln a_i-1)+n_i\,\frac{\dot n_i/m_i}{n_i/m_i}
=\dot n_i\ln a_i .
\]

Summing over the nodes and taking \(\varphi_i=\ln a_i\) in the summation by parts yields \(\dot F=-D\). In Lean, `h2` is the product rule, `e` simplifies its last term, and `sum_rate_mul` finishes the sum.

```lean
/-- If positive densities obey the drift-diffusion equation at time `t`, with positive weights
and symmetric conductances, the free energy changes at the rate minus the dissipation. -/
theorem hasDerivAt_freeEnergy {n : ℝ → ι → ℝ} {t : ℝ}
    (hm : ∀ i, 0 < m i) (hsym : ∀ i j, w i j = w j i) (hpos : ∀ i, 0 < n t i)
    (hn : ∀ i, HasDerivAt (fun s => n s i) (rate m w (n t) i) t) :
    HasDerivAt (fun s => freeEnergy m (n s)) (-dissipation m w (n t)) t := by
  have h : ∀ i, HasDerivAt (fun s => n s i * (Real.log (n s i / m i) - 1))
      (rate m w (n t) i * Real.log (n t i / m i)) t := by
    intro i
    have hn0 := (hpos i).ne'
    have hm0 := (hm i).ne'
    have h1 := ((hn i).div_const (m i)).log (div_pos (hpos i) (hm i)).ne'
    have h2 : HasDerivAt (fun s => n s i * (Real.log (n s i / m i) - 1))
        (rate m w (n t) i * (Real.log (n t i / m i) - 1) +
          n t i * (rate m w (n t) i / m i / (n t i / m i))) t :=
      (hn i).fun_mul (h1.sub_const 1)
    have e : n t i * (rate m w (n t) i / m i / (n t i / m i)) = rate m w (n t) i := by
      field_simp
    refine h2.congr_deriv ?_
    rw [e]
    ring
  unfold freeEnergy
  refine (HasDerivAt.fun_sum fun i _ => h i).congr_deriv ?_
  exact sum_rate_mul m (n t) (fun i => Real.log (n t i / m i)) hsym
```

## When the dissipation vanishes

If \(D=0\), a sum of nonnegative terms is zero, so each \(\ell_{ij}\) is zero. On a link with \(w_{ij}>0\), unequal activities would make \(\ell_{ij}\) strictly positive; hence \(a_i=a_j\). Conversely, if the activities agree on every conducting link, each \(\ell_{ij}\) has a zero factor. The proof applies `Finset.sum_eq_zero_iff_of_nonneg` twice, once for each summation.

```lean
/-- With positive weights and densities and nonnegative conductances, the dissipation vanishes
exactly when the activities agree across every conducting link. -/
theorem dissipation_eq_zero_iff {n : ι → ℝ} (hm : ∀ i, 0 < m i)
    (hn : ∀ i, 0 < n i) (hw : ∀ i j, 0 ≤ w i j) :
    dissipation m w n = 0 ↔ ∀ i j, 0 < w i j → n i / m i = n j / m j := by
  have hT := edgeLoss_nonneg hm hn hw
  constructor
  · intro h i j hij
    have h0 : ∑ i, ∑ j, edgeLoss m w n i j = 0 := by
      unfold dissipation at h
      linarith
    -- a vanishing sum of nonnegative losses vanishes link by link
    have h1 : ∑ j, edgeLoss m w n i j = 0 :=
      (Finset.sum_eq_zero_iff_of_nonneg
        (fun i _ => Finset.sum_nonneg fun j _ => hT i j)).1 h0 i (Finset.mem_univ i)
    have h2 : edgeLoss m w n i j = 0 :=
      (Finset.sum_eq_zero_iff_of_nonneg (fun j _ => hT i j)).1 h1 j (Finset.mem_univ j)
    by_contra hne
    exact (mul_pos hij (force_mul_flux_pos (div_pos (hn i) (hm i))
      (div_pos (hn j) (hm j)) hne)).ne' h2
  · intro h
    have h0 : ∀ i j, edgeLoss m w n i j = 0 := by
      intro i j
      by_cases h1 : 0 < w i j
      · simp [edgeLoss, h i j h1]
      · simp [edgeLoss, le_antisymm (not_lt.1 h1) (hw i j)]
    simp [dissipation, h0]
```

## Decay on the closed half-line

For \(t>0\) we now have \(\dot F=-D\le0\), and \(F\) is continuous down to \(t=0\). By the mean value theorem, for \(0\le s<t\) there is a \(\tau\) between them with

\[
F(t)-F(s)=\dot F(\tau)(t-s)\le 0 .
\]

The theorem states this as `AntitoneOn` over `Set.Ici 0`, the half-line \([0,\infty)\). Its second part says that at each \(t>0\) the derivative is zero exactly when the activities agree on every conducting link.

```lean
/-- Free-energy decay: for positive weights, symmetric nonnegative conductances and positive
densities that are continuous for `t ≥ 0` and obey the drift-diffusion equation for `t > 0`, the
free energy never increases, and its derivative at `t > 0` is zero exactly when the activities
agree across every conducting link. -/
theorem freeEnergy_decay {n : ℝ → ι → ℝ}
    (hm : ∀ i, 0 < m i) (hsym : ∀ i j, w i j = w j i) (hw : ∀ i j, 0 ≤ w i j)
    (hpos : ∀ t, 0 ≤ t → ∀ i, 0 < n t i)
    (hcont : ∀ i, ContinuousOn (fun t => n t i) (Set.Ici 0))
    (hn : ∀ t, 0 < t → ∀ i, HasDerivAt (fun s => n s i) (rate m w (n t) i) t) :
    AntitoneOn (fun t => freeEnergy m (n t)) (Set.Ici 0) ∧
      ∀ t, 0 < t → (deriv (fun s => freeEnergy m (n s)) t = 0 ↔
        ∀ i j, 0 < w i j → n t i / m i = n t j / m j) := by
  have hd : ∀ t, 0 < t →
      HasDerivAt (fun s => freeEnergy m (n s)) (-dissipation m w (n t)) t :=
    fun t ht => hasDerivAt_freeEnergy hm hsym (hpos t ht.le) (hn t ht)
  -- the free energy is continuous up to the initial time, node by node
  have hc : ∀ s : Finset ι, ContinuousOn
      (fun t => ∑ i ∈ s, n t i * (Real.log (n t i / m i) - 1)) (Set.Ici 0) := by
    classical
    intro s
    induction s using Finset.induction_on with
    | empty =>
      simp only [Finset.sum_empty]
      exact continuousOn_const
    | insert a s ha ih =>
      simp only [Finset.sum_insert ha]
      exact ((hcont a).mul ((((hcont a).div_const (m a)).log
        fun t ht => (div_pos (hpos t ht a) (hm a)).ne').sub continuousOn_const)).add ih
  constructor
  · refine antitoneOn_of_deriv_nonpos (convex_Ici 0) (hc Finset.univ) ?_ ?_
    · rw [interior_Ici]
      exact fun t ht => (hd t ht).differentiableAt.differentiableWithinAt
    · rw [interior_Ici]
      intro t ht
      rw [(hd t ht).deriv]
      have h0 : 0 ≤ dissipation m w (n t) :=
        div_nonneg (Finset.sum_nonneg fun i _ => Finset.sum_nonneg fun j _ =>
          edgeLoss_nonneg hm (hpos t (le_of_lt ht)) hw i j) (by norm_num)
      linarith
  · intro t ht
    rw [(hd t ht).deriv, neg_eq_zero]
    exact dissipation_eq_zero_iff hm (hpos t ht.le) hw
```

The step from derivative to monotonicity is Mathlib's `antitoneOn_of_deriv_nonpos`. It asks for a convex set, continuity on that set, and differentiability with a nonpositive derivative on its interior only. The lemma `interior_Ici` identifies the interior of \([0,\infty)\) as \((0,\infty)\), which is where the rate equation is assumed. Continuity at the endpoint matters: a trajectory that had \(n=m\) at \(t=0\), where \(F\) takes its least value over all positive densities, and jumped away from it immediately afterwards would raise \(F\). Since Lean's `deriv` returns zero for a function that is not differentiable, the proof first obtains a true derivative, `hd`, and only then reads off its value.

For a space-discretised device model of this form, with fixed potential and Boltzmann statistics, an increase of \(F\) in a simulation therefore points to the time stepping, to rounding or to a coding error.

## The stationary state of a connected network

Suppose that conducting links join any two nodes; `Relation.ReflTransGen` expresses this as a path of zero or more links. If \(D=0\), the activity is carried unchanged along each path, so \(n_j=c\,m_j\) with one constant \(c\). Summing over \(j\) fixes it:

\[
c=\frac{N}{M},\qquad N=\sum_j n_j,\quad M=\sum_j m_j .
\]

Conversely, \(n_i=(N/M)\,m_i\) makes all activities equal, and \(D=0\).

```lean
/-- If a path of conducting links leads from any node to any other, with positive weights and
densities and nonnegative conductances, the dissipation vanishes exactly when the carriers are
shared out in proportion to the weights. -/
theorem dissipation_eq_zero_iff_of_connected {n : ι → ℝ}
    (hm : ∀ i, 0 < m i) (hn : ∀ i, 0 < n i) (hw : ∀ i j, 0 ≤ w i j)
    (hconn : ∀ i j, Relation.ReflTransGen (fun a b => 0 < w a b) i j) :
    dissipation m w n = 0 ↔ ∀ i, n i = (∑ j, n j) / (∑ j, m j) * m i := by
  rw [dissipation_eq_zero_iff hm hn hw]
  constructor
  · intro hz i
    -- carry the activity of node `i` along a conducting path
    have hall : ∀ j, n j / m j = n i / m i := by
      intro j
      have hp := hconn i j
      induction hp with
      | refl => rfl
      | tail _ h ih => exact (hz _ _ h).symm.trans ih
    have hM : 0 < ∑ j, m j := Finset.sum_pos (fun j _ => hm j) ⟨i, Finset.mem_univ i⟩
    have hsum : ∑ j, n j = n i / m i * ∑ j, m j := by
      rw [Finset.mul_sum]
      exact Finset.sum_congr rfl fun j _ => (div_eq_iff (hm j).ne').1 (hall j)
    rw [hsum, mul_div_assoc, div_self hM.ne', mul_one]
    exact (div_eq_iff (hm i).ne').1 rfl
  · intro h i j _
    exact ((div_eq_iff (hm i).ne').2 (h i)).trans ((div_eq_iff (hm j).ne').2 (h j)).symm

end

end DriftDiffusionFreeEnergy
```

```lean
#print axioms DriftDiffusionFreeEnergy.sum_rate_eq_zero
#print axioms DriftDiffusionFreeEnergy.freeEnergy_decay
#print axioms DriftDiffusionFreeEnergy.dissipation_eq_zero_iff_of_connected
```

```
'DriftDiffusionFreeEnergy.sum_rate_eq_zero' depends on axioms: [propext, Classical.choice, Quot.sound]
'DriftDiffusionFreeEnergy.freeEnergy_decay' depends on axioms: [propext, Classical.choice, Quot.sound]
'DriftDiffusionFreeEnergy.dissipation_eq_zero_iff_of_connected' depends on axioms: [propext, Classical.choice, Quot.sound]
```

## Two nodes in numbers

Take \(m=(1,2)\), \(w_{12}=w_{21}=1\), no diagonal conductances, and \(n=(2,1)\) at some instant. The activities are \(2\) and \(\tfrac12\), so \(\dot n_1=-\tfrac32\) and \(\dot n_2=\tfrac32\), which add up to zero. The free energy changes at the rate

\[
\dot F=-\tfrac32\ln2+\tfrac32\ln\tfrac12=-3\ln2\approx-2.08,
\]

and the link loss agrees: \(D=(2-\tfrac12)(\ln2-\ln\tfrac12)=3\ln2\). Here \(N=M=3\), so the state without dissipation is \(n=(1,2)\). The free energy is \(\ln2-3\approx-2.31\) at the chosen instant and \(-3\) in that state.
